# Berry curvature of a massive Dirac valley and its flux through a disc

To compute a valley's contribution to the intrinsic Hall response of a gapped two-dimensional crystal, one integrates the Berry curvature of the filled band over a patch of wave vectors around the valley centre, and has to decide how large the patch must be. For the massive Dirac model, a non-interacting two-band Hamiltonian that is linear in the wave vector and has a nonzero gap, both the curvature and its integral over a disc have closed forms. If the disc has radius K, the fraction that it misses of the flux through the model's whole infinite plane is m/e(K), where m > 0 is half the gap and e(K) is the distance in energy between the band at the rim and the middle of the gap. For large K this falls off only as 1/K: to miss no more than one per cent, e(K) must reach 100 m, which in a real crystal can lie far outside the range where the linear model holds.

```lean
import Mathlib

open Matrix

namespace ValleyBerryCurvature

noncomputable section
```

## The valley Hamiltonian

The two components of the wave function are amplitudes on two orbitals or sublattices, and the Pauli matrices act on them.

```lean
/-- The Pauli matrix `σx`. -/
def σx : Matrix (Fin 2) (Fin 2) ℂ := !![0, 1; 1, 0]

/-- The Pauli matrix `σy`. -/
def σy : Matrix (Fin 2) (Fin 2) ℂ := !![0, -Complex.I; Complex.I, 0]

/-- The Pauli matrix `σz`. -/
def σz : Matrix (Fin 2) (Fin 2) ℂ := !![1, 0; 0, -1]
```

Let (x, y) be the wave vector measured from the valley centre, with k² = x² + y². The Hamiltonian is

H = a(τ x σx + y σy) + m σz.

Here a is ħ times the Dirac velocity, and τ = ±1 labels the valley. The mass m stands for an inequivalence of the two sublattices, such as a staggered on-site potential, and opens a gap 2|m|. All parameters are real numbers in Lean, and `hamiltonian` is a complex 2 × 2 matrix.

```lean
/-- The massive Dirac Hamiltonian `a (τ x σx + y σy) + m σz` at wave vector `(x, y)`. -/
def hamiltonian (a m τ x y : ℝ) : Matrix (Fin 2) (Fin 2) ℂ :=
  (a * τ * x : ℂ) • σx + (a * y : ℂ) • σy + (m : ℂ) • σz
```

The bands lie at ±e, with

e = √(a²k² + m²).

```lean
/-- The energy `e = √(a² k² + m²)` at wave vector `(x, y)`. -/
def energy (a m x y : ℝ) : ℝ := √(a ^ 2 * (x ^ 2 + y ^ 2) + m ^ 2)
```

With s = +1 for the upper band and s = −1 for the lower, the projector onto a band is

P = (1 + sH/e)/2.

```lean
/-- The matrix `(1 + s H / e) / 2` for band index `s`, meant for `e > 0`. -/
def bandProjector (a m τ s x y : ℝ) : Matrix (Fin 2) (Fin 2) ℂ :=
  (1 / 2 : ℂ) • (1 + (s / energy a m x y : ℂ) • hamiltonian a m τ x y)
```

## Curvature from the projector

Working with P avoids choosing a phase for the eigenvectors. The convention is

Ω = i tr(P [∂xP, ∂yP]),

which for a normalised eigenvector u equals −2 Im⟨∂x u|∂y u⟩. The predicate `HasBerryCurvature P x y Ω` says that matrices `Dx` and `Dy` exist whose entries are the true partial derivatives of the entries of P at (x, y), and that they give the value Ω in this formula.

```lean
/-- `P` has Berry curvature `Ω` at `(x, y)`: its entries have partial derivatives there, and
`i tr (P [∂x P, ∂y P]) = Ω`. -/
def HasBerryCurvature (P : ℝ → ℝ → Matrix (Fin 2) (Fin 2) ℂ) (x y Ω : ℝ) : Prop :=
  ∃ Dx Dy : Matrix (Fin 2) (Fin 2) ℂ,
    (∀ i j, HasDerivAt (fun t => P t y i j) (Dx i j) x) ∧
    (∀ i j, HasDerivAt (fun t => P x t i j) (Dy i j) y) ∧
    Complex.I * trace (P x y * (Dx * Dy - Dy * Dx)) = (Ω : ℂ)
```

The candidate value for band s is

Ω = −sτa²m/(2e³).

```lean
/-- The function `-s τ a² m / (2 e³)` of the wave vector, meant for `e > 0`. -/
def curvature (a m τ s x y : ℝ) : ℝ := -(s * τ * a ^ 2 * m) / (2 * energy a m x y ^ 3)
```

Its flux through a disc of radius K is, in polar coordinates,

Φ(K) = ∫₀^{2π} dθ ∫₀^K Ω k dk.

The Jacobian k is part of the definition, so the passage from a Cartesian area integral is taken over and not proved. There is no prefactor 1/(2π).

```lean
/-- The integral of `curvature` over the disc of radius `K` about the valley centre, in polar
coordinates, meant for `m ≠ 0` and `K ≥ 0`. -/
def berryFlux (a m τ s K : ℝ) : ℝ :=
  ∫ θ in (0 : ℝ)..(2 * Real.pi), ∫ k in (0 : ℝ)..K,
    curvature a m τ s (k * Real.cos θ) (k * Real.sin θ) * k
```

## The matrix P is a band projector

Different Pauli matrices anticommute, so the cross terms in H² cancel, and each Pauli matrix squares to 1:

H² = a²τ²x² + a²y² + m² = e².

The last equality uses τ² = 1, which is how Lean expresses τ = ±1. The proof compares the four matrix entries, using τ² = 1, i² = −1 and the definition of e.

```lean
/-- For valley index `τ = ±1` the Hamiltonian squares to `e²`. -/
theorem hamiltonian_sq (a m x y : ℝ) {τ : ℝ} (hτ : τ ^ 2 = 1) :
    hamiltonian a m τ x y * hamiltonian a m τ x y = (energy a m x y : ℂ) ^ 2 • 1 := by
  have he : (energy a m x y : ℂ) ^ 2 = a ^ 2 * (x ^ 2 + y ^ 2) + m ^ 2 := by
    have h : energy a m x y ^ 2 = a ^ 2 * (x ^ 2 + y ^ 2) + m ^ 2 :=
      Real.sq_sqrt (by positivity)
    exact_mod_cast h
  have ht : (τ : ℂ) ^ 2 = 1 := by exact_mod_cast hτ
  refine Matrix.ext (Fin.forall_fin_two.mpr ⟨Fin.forall_fin_two.mpr ⟨?_, ?_⟩,
    Fin.forall_fin_two.mpr ⟨?_, ?_⟩⟩)
  all_goals simp only [hamiltonian, σx, σy, σz, Matrix.one_fin_two, Matrix.mul_apply,
    Fin.sum_univ_two, Matrix.add_apply, Matrix.smul_apply, smul_eq_mul, Matrix.of_apply,
    Matrix.cons_val', Matrix.cons_val_zero, Matrix.cons_val_one, Matrix.cons_val_fin_one]
  · linear_combination (a : ℂ) ^ 2 * x ^ 2 * ht - (a : ℂ) ^ 2 * y ^ 2 * Complex.I_sq - he
  · ring
  · ring
  · linear_combination (a : ℂ) ^ 2 * x ^ 2 * ht - (a : ℂ) ^ 2 * y ^ 2 * Complex.I_sq - he
```

Now let e > 0 and s² = 1. Then

P² = (1 + 2sH/e + H²/e²)/4 = (2 + 2sH/e)/4 = P,

HP = (H + sH²/e)/2 = (H + se)/2 = se P.

Only H² = e² enters, and the Lean proof accordingly replaces H and e by abstract symbols before doing the algebra. By inspection, H is also Hermitian and traceless, which makes P an orthogonal projector of rank one; the theorem itself states the two equations above.

```lean
/-- For `τ = ±1`, `s = ±1` and `e > 0`, `bandProjector` is idempotent and projects onto
eigenvectors of the Hamiltonian with energy `s e`. -/
theorem bandProjector_spec {a m τ s x y : ℝ} (hτ : τ ^ 2 = 1) (hs : s ^ 2 = 1)
    (he : 0 < energy a m x y) :
    bandProjector a m τ s x y * bandProjector a m τ s x y = bandProjector a m τ s x y ∧
    hamiltonian a m τ x y * bandProjector a m τ s x y =
      (s * energy a m x y : ℂ) • bandProjector a m τ s x y := by
  have hH := hamiltonian_sq a m x y hτ
  have hs' : (s : ℂ) ^ 2 = 1 := by exact_mod_cast hs
  have he' : (energy a m x y : ℂ) ≠ 0 := by exact_mod_cast he.ne'
  unfold bandProjector
  generalize hamiltonian a m τ x y = H at *
  generalize (energy a m x y : ℂ) = e at *
  have h0 : (s / e : ℂ) * ((s / e) * e ^ 2) = 1 := by
    field_simp
    exact hs'
  have h1 : (s * e : ℂ) * (s / e) = 1 := by
    field_simp
    exact hs'
  have h2 : (s / e : ℂ) * e ^ 2 = s * e := by field_simp
  constructor
  · simp only [Matrix.smul_mul, Matrix.mul_smul, Matrix.add_mul, Matrix.mul_add,
      Matrix.one_mul, Matrix.mul_one, hH]
    linear_combination (norm := module)
      (1 / 4 : ℂ) • (h0 • (1 : Matrix (Fin 2) (Fin 2) ℂ))
  · simp only [Matrix.mul_smul, Matrix.mul_add, Matrix.mul_one, hH]
    linear_combination (norm := module)
      (1 / 2 : ℂ) • (h2 • (1 : Matrix (Fin 2) (Fin 2) ℂ)) - (1 / 2 : ℂ) • (h1 • H)
```

A derivative is unique where it exists, so `Dx` and `Dy` are fixed by P, and so is Ω. This justifies speaking of *the* Berry curvature.

```lean
/-- A family of matrices has at most one Berry curvature at a given wave vector. -/
theorem HasBerryCurvature.unique {P : ℝ → ℝ → Matrix (Fin 2) (Fin 2) ℂ} {x y Ω Ω' : ℝ}
    (h : HasBerryCurvature P x y Ω) (h' : HasBerryCurvature P x y Ω') : Ω = Ω' := by
  obtain ⟨Dx, Dy, hx, hy, hΩ⟩ := h
  obtain ⟨Ex, Ey, hx', hy', hΩ'⟩ := h'
  have e1 : Dx = Ex := Matrix.ext fun i j => (hx i j).unique (hx' i j)
  have e2 : Dy = Ey := Matrix.ext fun i j => (hy i j).unique (hy' i j)
  subst e1 e2
  exact_mod_cast hΩ.symm.trans hΩ'
```

## Differentiating the projector

From ∂x e = a²x/e it follows that

∂x(1/e) = −a²x/e³.

The condition e > 0 keeps the square root differentiable and excludes the touching point of the bands.

```lean
/-- Where `e > 0`, the inverse energy has slope `-a² x / e³` along `x`. -/
theorem hasDerivAt_inv_energy {a m x y : ℝ} (he : 0 < energy a m x y) :
    HasDerivAt (fun t => (energy a m t y)⁻¹) (-(a ^ 2 * x) / energy a m x y ^ 3) x := by
  have h : HasDerivAt (fun t : ℝ => a ^ 2 * (t ^ 2 + y ^ 2) + m ^ 2) (a ^ 2 * (2 * x)) x :=
    ((((hasDerivAt_pow 2 x).add_const (y ^ 2)).const_mul (a ^ 2)).add_const
      (m ^ 2)).congr_deriv (by norm_num)
  have hne := he.ne'
  refine ((h.sqrt (Real.sqrt_pos.mp he).ne').inv hne).congr_deriv ?_
  change -(a ^ 2 * (2 * x) / (2 * energy a m x y)) / energy a m x y ^ 2 = _
  field_simp
```

Along a line in the x direction, each entry of P has the form (u + s g(t)(t v + w))/2, where g = 1/e, u is an entry of the identity, v an entry of aτσx, and w an entry of a y σy + mσz. The product rule gives the derivative

(s/2)[g v + g′(x v + w)].

```lean
/-- Product rule for one matrix entry of the form `(u + s g(t) (t v + w)) / 2`. -/
theorem hasDerivAt_entry {g : ℝ → ℝ} {g' x : ℝ} (hg : HasDerivAt g g' x) (s u v w : ℂ) :
    HasDerivAt (fun t : ℝ => 1 / 2 * (u + s * (g t : ℂ) * ((t : ℂ) * v + w)))
      (s / 2 * (g x * v + g' * (x * v + w))) x := by
  have ht : HasDerivAt (fun t : ℝ => (t : ℂ)) 1 x := by
    simpa using (hasDerivAt_id' x).ofReal_comp
  have h := (((hg.ofReal_comp.const_mul s).fun_mul
    ((ht.mul_const v).add_const w)).const_add u).const_mul (1 / 2 : ℂ)
  exact h.congr_deriv (by ring)
```

Assembled into matrices, and with the same argument along y, this reads

∂xP = (s/2)(aτσx/e − a²x H/e³),

∂yP = (s/2)(aσy/e − a²y H/e³).

The commutator of the two, with s² = 1, is

[∂xP, ∂yP] = (1/4)(a²τ[σx, σy]/e² − a³τy[σx, H]/e⁴ − a³x[H, σy]/e⁴).

Multiply by P and take the trace. The identity part of P contributes nothing, because a commutator has zero trace. In the part sH/(2e), the last two terms vanish, since tr(H[σx, H]) = tr(H[H, σy]) = 0 by cyclicity. What remains is

tr(H[σx, σy]) = 2i tr(Hσz) = 4im,

and therefore

Ω = i · (s/(2e)) · (a²τ/(4e²)) · 4im = −sτa²m/(2e³).

For the lower band this is +τa²m/(2e³). The Lean proof supplies the same two derivative matrices. It gets the y derivative from the x lemma, because e is unchanged when x and y are exchanged. For the trace it writes out all entries and closes the resulting identity with i² = −1 and s² = 1, where the derivation by hand uses cyclicity.

The theorem does not assume τ² = 1, since the trace identity holds for every real τ; for τ other than ±1, however, P is not a band projector at wave vectors with ax ≠ 0.

```lean
/-- Where `e > 0` and for `s = ±1`, the matrix family `bandProjector` has Berry curvature
`-s τ a² m / (2 e³)`. -/
theorem hasBerryCurvature_bandProjector {a m τ s x y : ℝ} (hs : s ^ 2 = 1)
    (he : 0 < energy a m x y) :
    HasBerryCurvature (bandProjector a m τ s) x y (curvature a m τ s x y) := by
  have hs' : (s : ℂ) ^ 2 = 1 := by exact_mod_cast hs
  have hsym : ∀ t, energy a m x t = energy a m t x := fun t => by
    unfold energy
    rw [add_comm (x ^ 2)]
  -- each derivative has a velocity part and a part from the change of the energy
  refine ⟨(s / 2 : ℂ) • ((1 / energy a m x y : ℂ) • ((a * τ : ℂ) • σx)
      - (a ^ 2 * x / energy a m x y ^ 3 : ℂ) • hamiltonian a m τ x y),
    (s / 2 : ℂ) • ((1 / energy a m x y : ℂ) • ((a : ℂ) • σy)
      - (a ^ 2 * y / energy a m x y ^ 3 : ℂ) • hamiltonian a m τ x y),
    fun i j => ?_, fun i j => ?_, ?_⟩
  · convert hasDerivAt_entry (hasDerivAt_inv_energy he) s
      ((1 : Matrix (Fin 2) (Fin 2) ℂ) i j) (a * τ * σx i j)
      (a * y * σy i j + m * σz i j) using 1
    · funext t
      simp only [bandProjector, hamiltonian, Matrix.add_apply, Matrix.smul_apply, smul_eq_mul]
      push_cast
      ring
    · simp only [hamiltonian, Matrix.add_apply, Matrix.sub_apply, Matrix.smul_apply,
        smul_eq_mul]
      push_cast
      ring
  · have he2 : 0 < energy a m y x := hsym y ▸ he
    convert hasDerivAt_entry (hasDerivAt_inv_energy he2) s
      ((1 : Matrix (Fin 2) (Fin 2) ℂ) i j) (a * σy i j)
      (a * τ * x * σx i j + m * σz i j) using 1
    · funext t
      simp only [bandProjector, hamiltonian, hsym, Matrix.add_apply, Matrix.smul_apply,
        smul_eq_mul]
      push_cast
      ring
    · simp only [hamiltonian, hsym, Matrix.add_apply, Matrix.sub_apply, Matrix.smul_apply,
        smul_eq_mul]
      push_cast
      ring
  · -- in the trace only the commutator of the two velocities survives
    simp only [bandProjector, curvature, hamiltonian, σx, σy, σz, Matrix.one_fin_two,
      Matrix.trace_fin_two, Matrix.mul_apply, Fin.sum_univ_two, Matrix.add_apply,
      Matrix.sub_apply, Matrix.smul_apply, smul_eq_mul, Matrix.of_apply, Matrix.cons_val',
      Matrix.cons_val_zero, Matrix.cons_val_one, Matrix.cons_val_fin_one]
    push_cast
    linear_combination
      ((s : ℂ) ^ 3 * (a ^ 2 * τ * m / (2 * energy a m x y ^ 3))) * Complex.I_sq
        - (s * (a ^ 2 * τ * m / (2 * energy a m x y ^ 3)) : ℂ) * hs'
```

## Flux through a disc

The energy depends only on k, so Ω is isotropic and the angular integral gives 2π. Since d(1/e)/dk = −a²k/e³, the function sτm/(2e) is an antiderivative of Ωk. For m > 0 the energy at the centre is e(0) = m, hence

Φ(K) = 2π · (sτm/2)(1/e(K) − 1/m) = −sτπ(1 − m/e(K)).

In the proof, `hiso` is the isotropy and `hrad` the radial integral, obtained from the fundamental theorem of calculus with the derivative of 1/e found above.

```lean
/-- For `m > 0` the Berry flux through the disc of radius `K` is `-s τ π (1 - m / e(K))`. -/
theorem berryFlux_eq (a τ s K : ℝ) {m : ℝ} (hm : 0 < m) :
    berryFlux a m τ s K = -(s * τ * Real.pi) * (1 - m / energy a m K 0) := by
  have hpos : ∀ k, 0 < energy a m k 0 := fun k => Real.sqrt_pos.mpr (by positivity)
  have h0 : energy a m 0 0 = m := by
    simp [energy, Real.sqrt_sq hm.le]
  -- the curvature is isotropic
  have hiso : ∀ k θ : ℝ, curvature a m τ s (k * Real.cos θ) (k * Real.sin θ)
      = curvature a m τ s k 0 := fun k θ => by
    have h : energy a m (k * Real.cos θ) (k * Real.sin θ) = energy a m k 0 := by
      unfold energy
      congr 1
      linear_combination a ^ 2 * k ^ 2 * Real.sin_sq_add_cos_sq θ
    unfold curvature
    rw [h]
  have hcont : Continuous fun k => curvature a m τ s k 0 * k := by
    have hc : Continuous fun k => energy a m k 0 := by
      unfold energy
      fun_prop
    unfold curvature
    exact (continuous_const.div (continuous_const.mul (hc.pow 3))
      fun k => (mul_pos two_pos (pow_pos (hpos k) 3)).ne').mul continuous_id
  -- `s τ m / (2 e)` is an antiderivative of the radial integrand
  have hrad : ∫ k in (0 : ℝ)..K, curvature a m τ s k 0 * k
      = s * τ * m / 2 * (energy a m K 0)⁻¹ - s * τ * m / 2 * (energy a m 0 0)⁻¹ := by
    refine intervalIntegral.integral_eq_sub_of_hasDerivAt
      (f := fun k => s * τ * m / 2 * (energy a m k 0)⁻¹) (fun k _ => ?_)
      (hcont.intervalIntegrable 0 K)
    refine ((hasDerivAt_inv_energy (hpos k)).const_mul (s * τ * m / 2)).congr_deriv ?_
    unfold curvature
    ring
  unfold berryFlux
  simp only [hiso, hrad, h0, intervalIntegral.integral_const, smul_eq_mul]
  have hK := (hpos K).ne'
  have hm' := hm.ne'
  field_simp
  ring
```

For negative mass, note that e contains only m², while Ω has one further factor m. Curvature and flux therefore change sign with m.

```lean
/-- Reversing the sign of the mass reverses the Berry flux. -/
theorem berryFlux_neg_mass (a m τ s K : ℝ) :
    berryFlux a (-m) τ s K = -berryFlux a m τ s K := by
  have h : ∀ x y, curvature a (-m) τ s x y = -curvature a m τ s x y := fun x y => by
    unfold curvature energy
    rw [neg_sq]
    ring
  simp only [berryFlux, h, neg_mul, intervalIntegral.integral_neg]
```

## The limit of a large disc

Let m > 0 again. If a ≠ 0, then e(K) ≥ |a|K, so m/e(K) → 0 and

Φ(K) → −sτπ as K → ∞.

For a = 0 the bands are flat, e(K) = m, and the flux is zero for every K, which is why the limit needs a ≠ 0. The proof uses the same lower bound on e(K).

```lean
/-- For `m > 0` and `a ≠ 0` the Berry flux of a valley tends to `-s τ π` as the disc grows
to the whole plane. -/
theorem tendsto_berryFlux {a m : ℝ} (τ s : ℝ) (ha : a ≠ 0) (hm : 0 < m) :
    Filter.Tendsto (berryFlux a m τ s) Filter.atTop (nhds (-(s * τ * Real.pi))) := by
  have hE : Filter.Tendsto (fun K => energy a m K 0) Filter.atTop Filter.atTop := by
    refine Filter.tendsto_atTop_mono (fun K => ?_)
      (Filter.tendsto_id.const_mul_atTop (abs_pos.mpr ha))
    calc |a| * K ≤ |a| * |K| := mul_le_mul_of_nonneg_left (le_abs_self K) (abs_nonneg a)
      _ = |a * K| := (abs_mul a K).symm
      _ ≤ energy a m K 0 := Real.abs_le_sqrt (by nlinarith [sq_nonneg m])
  have h := (((tendsto_inv_atTop_zero.comp hE).const_mul m).const_sub 1).const_mul
    (-(s * τ * Real.pi))
  rw [mul_zero, sub_zero, mul_one] at h
  refine h.congr fun K => ?_
  rw [berryFlux_eq a τ s K hm, div_eq_mul_inv]
  rfl

end

end ValleyBerryCurvature
```

The limiting magnitude π is half of the 2π that belongs to a unit Chern number. The plane of the linear model is not a closed Brillouin zone, so the flux of one valley need not be a multiple of 2π. Terms of higher order in the wave vector, such as trigonal warping, are absent from the model and in general alter the integrand away from the valley centre. Spin–orbit coupling is also left out; it can change the gap, and with it the Berry curvature at the centre too.

```lean
#print axioms ValleyBerryCurvature.bandProjector_spec
-- 'ValleyBerryCurvature.bandProjector_spec' depends on axioms: [propext, Classical.choice, Quot.sound]
#print axioms ValleyBerryCurvature.hasBerryCurvature_bandProjector
-- 'ValleyBerryCurvature.hasBerryCurvature_bandProjector' depends on axioms: [propext, Classical.choice, Quot.sound]
#print axioms ValleyBerryCurvature.berryFlux_neg_mass
-- 'ValleyBerryCurvature.berryFlux_neg_mass' depends on axioms: [propext, Classical.choice, Quot.sound]
#print axioms ValleyBerryCurvature.tendsto_berryFlux
-- 'ValleyBerryCurvature.tendsto_berryFlux' depends on axioms: [propext, Classical.choice, Quot.sound]
```
